# Two ring-CCD solutions t and s coincide when A + tB and A + Bs have positive definite symmetric parts

## Amplitudes, matrices and the positivity condition

Let the index set $n$ be finite, with one element for each particle-hole excitation. All matrices are real and square over $n$. The matrix $A$ couples excitations to excitations and contains the orbital energy differences. The matrix $B$ couples excitations to de-excitations. The unknown $x$ is the matrix of doubles amplitudes, and its ring residual is

$$R(x) = B + Ax + xA + xBx .$$

A ring-CCD solution is a matrix $x$ with $R(x)=0$. Only the ring terms of the doubles equation are kept, so full CCD is a different and larger equation.

A real matrix $M$ has a positive definite symmetric part if $v^T M v > 0$ for every nonzero real vector $v$. Since $v^T M v = v^T \tfrac12(M+M^T)v$, this is ordinary positive definiteness of $\tfrac12(M+M^T)$. The matrix $M$ itself need not be symmetric.

## Excitation energies behind the condition

The ring equation is tied to the RPA matrix

$$H=\begin{pmatrix} A & B\\ -B & -A\end{pmatrix}.$$

Take the shear $S$ with lower left block $t$ and multiply out:

$$H\begin{pmatrix}1&0\\t&1\end{pmatrix}=\begin{pmatrix}A+Bt & B\\ -B-At & -A\end{pmatrix},$$

$$\begin{pmatrix}1&0\\t&1\end{pmatrix}\begin{pmatrix}A+Bt & B\\ 0 & -(A+tB)\end{pmatrix}=\begin{pmatrix}A+Bt & B\\ tA+tBt & -A\end{pmatrix}.$$

Three blocks agree for every $t$. The lower left blocks agree exactly when $B+At+tA+tBt=0$. Because $S$ is invertible, a ring solution is the same thing as a shear that makes $H$ block triangular, with diagonal blocks $A+Bt$ and $-(A+tB)$.

The RPA eigenvalues are therefore those of $A+Bt$ together with those of $-(A+tB)$. If $A+tB$ has a positive definite symmetric part, its eigenvalues have positive real parts, so the second block carries the half of the RPA spectrum with negative real parts. The converse fails in general: a nonsymmetric matrix can have only positive eigenvalues and still have an indefinite symmetric part. Below, a solution $t$ is called "stable" if $A+tB$ has a positive definite symmetric part. This condition is assumed of a solution and not derived from properties of the reference determinant.

## Uniqueness from a Sylvester equation

**Statement.** Let $R(t)=0$ and $R(s)=0$. If $A+tB$ and $A+Bs$ have positive definite symmetric parts, then $t=s$.

Put $d=t-s$. Adding and subtracting $tBs$ gives

$$tBt-sBs = tB(t-s)+(t-s)Bs = tBd+dBs .$$

The difference of the two amplitude equations is then

$$0=R(t)-R(s)=Ad+dA+tBd+dBs=(A+tB)\,d+d\,(A+Bs).$$

Write $M=A+tB$ and $N=A+Bs$. Multiply $Md+dN=0$ by $d^T$ from the left, take the trace, and use its cyclic property in the second term:

$$0=\operatorname{tr}(d^TMd)+\operatorname{tr}(d^TdN)=\operatorname{tr}(d^TMd)+\operatorname{tr}(dNd^T).$$

Let $c_j$ be the columns of $d$ and $r_i$ its rows, written as column vectors. The traces are sums of quadratic forms:

$$0=\sum_j c_j^TMc_j+\sum_i r_i^TNr_i .$$

No term is negative. If $d\neq0$, some column and some row are nonzero, and both sums are strictly positive, which is a contradiction. Hence $d=0$.

## Symmetric A and B need only one kind of test

The two hypotheses above place the amplitudes on different sides of $B$. For symmetric $A$ and $B$ this asymmetry disappears.

Let $R(t)=0$ and let $A+tB$ have a positive definite symmetric part. Transposing the equation gives $R(t^T)=0$. Moreover $A+Bt^T=(A+tB)^T$, and a matrix and its transpose have the same quadratic form. The uniqueness statement applies with $s=t^T$ and yields $t=t^T$.

Now let $t$ and $s$ be two solutions for which $A+tB$ and $A+sB$ both pass the test. Then $s$ is symmetric, so $A+Bs=(A+sB)^T$ passes as well, and $t=s$. For finite real ring-CCD with symmetric $A$ and $B$, two exact solutions found from different starting guesses must therefore agree if both satisfy the positivity condition.

## One excitation, and two coupled ones

For a single excitation with numbers $a$ and $b\neq0$, the equation is $b+2ax+bx^2=0$. When $a^2>b^2$ its roots satisfy

$$a+bx=\pm\sqrt{a^2-b^2},$$

so positivity selects the root whose block is the positive RPA eigenvalue. It does so even for $a<0$, which shows that the condition labels a branch of solutions and does not certify a stable reference state. When $a^2=b^2$ there is one double root with $a+bx=0$: it is unique, but the hypothesis fails.

For two excitations, take

$$A=\tfrac54\,\mathbf 1,\qquad B=\begin{pmatrix}0&1\\1&0\end{pmatrix},\qquad t=-\tfrac12B,\qquad s=-2B .$$

Since $B^2=\mathbf 1$, the residuals are $(1-\tfrac54+\tfrac14)B=0$ and $(1-5+4)B=0$. The corresponding blocks are $A+tB=\tfrac34\mathbf 1$ and $A+sB=-\tfrac34\mathbf 1$. The first solution passes the test and the second fails it, so positivity for one of two solutions does not force them to be equal.

## How the Lean statements encode this

`ringResidual A B x` is $R(x)$, and a solution is expressed by the hypothesis `ringResidual A B t = 0`. `PosSymmPart M` is the positivity condition, with `v ⬝ᵥ M *ᵥ v` for $v^TMv$. The type `n` is any finite index type, including the empty one.

`ring_solution_unique` is the uniqueness statement, with no symmetry assumed for $A$, $B$, $t$ or $s$. `stable_solution_symmetric` and `stable_solution_unique` add the hypotheses `Aᵀ = A` and `Bᵀ = B`. `rpa_block_triangular_iff` states the block relation as $HS=ST$, where $T$ is the block triangular matrix, so no inverse appears. `two_branches_witness` is the two-excitation example.

The theorems do not show that a stable solution exists for given $A$ and $B$. Complex orbitals and the convergence of an iterative solver are also not treated.

The condition could have been modelled by spectra: require every eigenvalue of $A+tB$ and of $A+Bs$ to have positive real part. That hypothesis is weaker and closer to excitation energies, and it still leaves $d=0$ as the only solution of the Sylvester equation, because $A+tB$ and $-(A+Bs)$ then share no eigenvalue. The price is an argument through complex spectra in place of the short trace computation.

## The complete file

```lean
import Mathlib

open Matrix

namespace RingCCDUniqueness

variable {n : Type*} [Fintype n]

/-- The residual of the ring coupled-cluster doubles equation at the amplitudes `x`. -/
def ringResidual (A B x : Matrix n n ℝ) : Matrix n n ℝ :=
  B + A * x + x * A + x * B * x

/-- The symmetric part of `M` is positive definite: the quadratic form of `M` is positive
on every nonzero real vector. -/
def PosSymmPart (M : Matrix n n ℝ) : Prop :=
  ∀ v : n → ℝ, v ≠ 0 → 0 < v ⬝ᵥ M *ᵥ v

/-- The amplitudes `t` solve the ring equation exactly when the shear built from `t` brings
the RPA matrix to block triangular form with diagonal blocks `A + B t` and `-(A + t B)`. -/
theorem rpa_block_triangular_iff [DecidableEq n] (A B t : Matrix n n ℝ) :
    fromBlocks A B (-B) (-A) * fromBlocks 1 0 t 1
      = fromBlocks 1 0 t 1 * fromBlocks (A + B * t) B 0 (-(A + t * B))
    ↔ ringResidual A B t = 0 := by
  rw [fromBlocks_multiply, fromBlocks_multiply, fromBlocks_inj]
  constructor
  · rintro ⟨_, _, h, _⟩
    -- the lower left block is the amplitude equation
    have e : ringResidual A B t
        = (t * (A + B * t) + 1 * 0) - (-B * 1 + -A * t) := by
      unfold ringResidual
      noncomm_ring
    rw [e, h, sub_self]
  · intro h
    have e : (t * (A + B * t) + 1 * 0) - (-B * 1 + -A * t)
        = ringResidual A B t := by
      unfold ringResidual
      noncomm_ring
    refine ⟨by noncomm_ring, by noncomm_ring, ?_, by noncomm_ring⟩
    exact (sub_eq_zero.mp (e.trans h)).symm

/-- If `M` has positive definite symmetric part, the trace of `Xᵀ M X` is positive for
every nonzero matrix `X`. -/
theorem trace_form_pos {M X : Matrix n n ℝ} (hM : PosSymmPart M) (hX : X ≠ 0) :
    0 < trace (Xᵀ * M * X) := by
  -- the trace is the sum of the quadratic form over the columns of X
  have e : trace (Xᵀ * M * X)
      = ∑ j, (fun i => X i j) ⬝ᵥ M *ᵥ (fun i => X i j) := by
    rw [Matrix.mul_assoc]
    rfl
  have hnn : ∀ v : n → ℝ, 0 ≤ v ⬝ᵥ M *ᵥ v := by
    intro v
    by_cases hv : v = 0
    · rw [hv]
      simp
    · exact (hM v hv).le
  obtain ⟨j, hj⟩ : ∃ j, (fun i => X i j) ≠ 0 := by
    by_contra! h
    apply hX
    ext i j
    exact congrFun (h j) i
  rw [e]
  exact Finset.sum_pos' (fun j _ => hnn _) ⟨j, Finset.mem_univ j, hM _ hj⟩

/-- The Sylvester equation `M d + d N = 0` has only the zero solution when `M` and `N` have
positive definite symmetric parts. -/
theorem sylvester_eq_zero {M N d : Matrix n n ℝ} (hM : PosSymmPart M)
    (hN : PosSymmPart N) (h : M * d + d * N = 0) : d = 0 := by
  by_contra hd
  have hdT : dᵀ ≠ 0 := fun h0 => hd (by simpa using congrArg transpose h0)
  have h1 := trace_form_pos hM hd
  have h2 := trace_form_pos hN hdT
  rw [transpose_transpose, Matrix.trace_mul_comm] at h2
  -- the two positive traces add up to the trace of dᵀ (M d + d N)
  have e : dᵀ * M * d + dᵀ * (d * N) = 0 := by
    rw [Matrix.mul_assoc, ← Matrix.mul_add, h, Matrix.mul_zero]
  have h3 := congrArg trace e
  rw [trace_add, trace_zero] at h3
  linarith

/-- Two solutions `t` and `s` of the ring equation coincide if `A + t B` and `A + B s` have positive
definite symmetric parts. -/
theorem ring_solution_unique {A B t s : Matrix n n ℝ}
    (ht : ringResidual A B t = 0) (hs : ringResidual A B s = 0)
    (hpt : PosSymmPart (A + t * B)) (hps : PosSymmPart (A + B * s)) : t = s := by
  -- the difference of the two amplitude equations is a Sylvester equation
  have e : (A + t * B) * (t - s) + (t - s) * (A + B * s)
      = ringResidual A B t - ringResidual A B s := by
    unfold ringResidual
    simp only [Matrix.add_mul, Matrix.mul_add, Matrix.sub_mul, Matrix.mul_sub,
      Matrix.mul_assoc]
    abel
  rw [ht, hs, sub_zero] at e
  exact sub_eq_zero.mp (sylvester_eq_zero hpt hps e)

/-- Transposing a matrix preserves positive definiteness of its symmetric part. -/
theorem PosSymmPart.transpose {M : Matrix n n ℝ} (hM : PosSymmPart M) :
    PosSymmPart Mᵀ := by
  intro v hv
  rw [Matrix.mulVec_transpose, dotProduct_comm, ← Matrix.dotProduct_mulVec]
  exact hM v hv

/-- For symmetric `A` and `B`, a ring solution `t` for which `A + t B` has positive definite
symmetric part is a symmetric matrix. -/
theorem stable_solution_symmetric {A B t : Matrix n n ℝ} (hA : Aᵀ = A) (hB : Bᵀ = B)
    (ht : ringResidual A B t = 0) (hp : PosSymmPart (A + t * B)) : tᵀ = t := by
  -- the transposed amplitudes solve the same equation
  have htT : ringResidual A B tᵀ = 0 := by
    have h := congrArg Matrix.transpose ht
    simp only [ringResidual, transpose_add, transpose_mul, hA, hB, transpose_zero] at h
    unfold ringResidual
    rw [← h]
    simp only [Matrix.mul_assoc]
    abel
  have hpT : PosSymmPart (A + B * tᵀ) := by
    have h := hp.transpose
    rwa [transpose_add, transpose_mul, hA, hB] at h
  exact (ring_solution_unique ht htT hp hpT).symm

/-- For symmetric `A` and `B`, at most one ring solution `x` makes the symmetric part of
`A + x B` positive definite. -/
theorem stable_solution_unique {A B t s : Matrix n n ℝ} (hA : Aᵀ = A) (hB : Bᵀ = B)
    (ht : ringResidual A B t = 0) (hs : ringResidual A B s = 0)
    (hpt : PosSymmPart (A + t * B)) (hps : PosSymmPart (A + s * B)) : t = s := by
  have hsymm := stable_solution_symmetric hA hB hs hps
  have h := hps.transpose
  rw [transpose_add, transpose_mul, hA, hB, hsymm] at h
  exact ring_solution_unique ht hs hpt h

/-- A coupled two-by-two problem with two explicit ring solutions: the first meets the
positivity condition and the second violates it. -/
theorem two_branches_witness :
    let A : Matrix (Fin 2) (Fin 2) ℝ := !![5/4, 0; 0, 5/4]
    let B : Matrix (Fin 2) (Fin 2) ℝ := !![0, 1; 1, 0]
    let t : Matrix (Fin 2) (Fin 2) ℝ := !![0, -1/2; -1/2, 0]
    let s : Matrix (Fin 2) (Fin 2) ℝ := !![0, -2; -2, 0]
    ringResidual A B t = 0 ∧ ringResidual A B s = 0 ∧
      PosSymmPart (A + t * B) ∧ ¬ PosSymmPart (A + s * B) := by
  intro A B t s
  have et : A + t * B = !![3/4, 0; 0, 3/4] := by
    ext i j
    fin_cases i <;> fin_cases j <;>
      norm_num [A, B, t, Matrix.mul_apply, Fin.sum_univ_two]
  have es : A + s * B = !![-3/4, 0; 0, -3/4] := by
    ext i j
    fin_cases i <;> fin_cases j <;>
      norm_num [A, B, s, Matrix.mul_apply, Fin.sum_univ_two]
  refine ⟨?_, ?_, ?_, ?_⟩
  · ext i j
    fin_cases i <;> fin_cases j <;>
      norm_num [ringResidual, A, B, t, Matrix.mul_apply, Fin.sum_univ_two]
  · ext i j
    fin_cases i <;> fin_cases j <;>
      norm_num [ringResidual, A, B, s, Matrix.mul_apply, Fin.sum_univ_two]
  · rw [et]
    intro v hv
    have e : v ⬝ᵥ !![3/4, 0; 0, 3/4] *ᵥ v = 3/4 * v 0 ^ 2 + 3/4 * v 1 ^ 2 := by
      simp [Matrix.mulVec, dotProduct, Fin.sum_univ_two]
      ring
    rw [e]
    by_contra h
    have h0 : v 0 ^ 2 = 0 := by linarith [sq_nonneg (v 0), sq_nonneg (v 1)]
    have h1 : v 1 ^ 2 = 0 := by linarith [sq_nonneg (v 0), sq_nonneg (v 1)]
    apply hv
    ext i
    fin_cases i
    · exact pow_eq_zero_iff two_ne_zero |>.mp h0
    · exact pow_eq_zero_iff two_ne_zero |>.mp h1
  · rw [es]
    intro h
    -- the first unit vector already gives a negative value
    have h1 := h ![1, 0] (fun h0 => by simpa using congrFun h0 0)
    norm_num [Matrix.mulVec, dotProduct, Fin.sum_univ_two] at h1

end RingCCDUniqueness
```

```lean
#print axioms RingCCDUniqueness.rpa_block_triangular_iff
#print axioms RingCCDUniqueness.ring_solution_unique
#print axioms RingCCDUniqueness.stable_solution_unique
```

```
'RingCCDUniqueness.rpa_block_triangular_iff' depends on axioms: [propext, Classical.choice, Quot.sound]
'RingCCDUniqueness.ring_solution_unique' depends on axioms: [propext, Classical.choice, Quot.sound]
'RingCCDUniqueness.stable_solution_unique' depends on axioms: [propext, Classical.choice, Quot.sound]
```

## From block products to traces

`rpa_block_triangular_iff` multiplies out both sides with `fromBlocks_multiply` and compares them block by block with `fromBlocks_inj`. In each direction, the equation `e` identifies the residual with the difference of the two lower left blocks. The tactic `noncomm_ring` checks this identity and the three blocks that always agree, without commuting any matrices.

`trace_form_pos` proves $\operatorname{tr}(X^TMX)>0$ for $X\neq0$. Its equation `e` writes the trace as the sum over columns. The statement `hnn` says that each term is nonnegative, with the zero vector treated separately, and the `obtain` step finds a nonzero column. `Finset.sum_pos'` combines these facts: nonnegative terms with at least one positive term have a positive sum.

`sylvester_eq_zero` assumes $d\neq0$ and applies that lemma twice, to $d$ with $M$ and to $d^T$ with $N$. The second application is the sum over rows. `Matrix.trace_mul_comm` performs the cyclic step, turning $\operatorname{tr}(dNd^T)$ into $\operatorname{tr}(d^TdN)$. The equation `h3` says that the two traces add up to zero, and `linarith` derives the contradiction with their positivity.

## From the difference equation to the symmetric case

In `ring_solution_unique`, the equation `e` is the factorisation of $R(t)-R(s)$. The `simp only` call expands all products, and `abel` cancels the mixed terms, including the $tBs$ that was added and subtracted by hand. Setting both residuals to zero leaves the Sylvester equation, and the previous lemma gives $t-s=0$.

`PosSymmPart.transpose` is the equality of the quadratic forms of $M$ and $M^T$. In `stable_solution_symmetric`, `htT` is the transposed amplitude equation and `hpT` is the positivity of $A+Bt^T$. Together they allow `ring_solution_unique` to be applied to $t$ and $t^T$. `stable_solution_unique` first obtains the symmetry of $s$, uses it to rewrite the transposed positivity condition as one on $A+Bs$, and then applies the same theorem.

`two_branches_witness` computes the two blocks entry by entry in `et` and `es`, and checks both residuals in the same way. For the first solution, the quadratic form is $\tfrac34v_0^2+\tfrac34v_1^2$. If it were not positive, both squares would vanish and $v$ would be zero. For the second solution, the vector $(1,0)$ gives $-\tfrac34$, which contradicts positivity.
